# An exponential bound on the bias of the projected fermion energy for finitely many levels

## Levels, weights and projection time

Let $E_0$ be the lowest energy in the fermionic symmetry sector of a Hamiltonian $H$, and let $E_k$ be finitely many further energies with $E_k\ge E_0$. The index $k$ always runs over the further levels only. Take a trial state $\Psi$ in this sector that is not orthogonal to the ground level: its weight is $w_0>0$ there and $w_k\ge 0$ on level $k$. For a state expanded in eigenstates these are squared overlaps. They need not add up to one, and their sum is

$$W=w_0+\sum_k w_k .$$

With $\hbar=1$, the projection time $t$ is an inverse energy. The normalisation and energy after projection are

$$Z(t)=w_0e^{-tE_0}+\sum_k w_ke^{-tE_k},\qquad
E(t)=\frac{w_0E_0e^{-tE_0}+\sum_k w_kE_ke^{-tE_k}}{Z(t)} .$$

In operator form, $Z(t)=\langle\Psi|e^{-tH}|\Psi\rangle$ and $E(t)=\langle\Psi|He^{-tH}|\Psi\rangle/Z(t)$. The same trial state stands on both sides, which is what makes the weights nonnegative. Hence $E(t)$ is the energy expectation value in the state $e^{-tH/2}\Psi$; in the state $e^{-tH}\Psi$ it is $E(2t)$.

Write $\Delta_k=E_k-E_0\ge 0$ for the excitation energies, and define

$$C=\frac{1}{w_0}\sum_k w_k\Delta_k .$$

Since $E(0)-E_0=\sum_k w_k\Delta_k/W$, a normalised trial state has $C=(E(0)-E_0)/w_0$: its initial energy error divided by its ground-state weight.

## The bias decays with the gap

**Statement.** If $E_1\le E_k$ for every further level, then for $t\ge 0$

$$0\le E(t)-E_0\le C\,e^{-(E_1-E_0)t}.$$

The usual choice of $E_1$ is the first excited energy, and the bound decays when $E_1>E_0$.

To derive it, take the factor $e^{-tE_0}$ out of the normalisation:

$$Z(t)=e^{-tE_0}R(t),\qquad R(t)=w_0+\sum_k w_ke^{-\Delta_kt}.$$

In the numerator of $E(t)$, write $E_k=E_0+\Delta_k$. It becomes

$$e^{-tE_0}\Big[E_0R(t)+X(t)\Big],\qquad X(t)=\sum_k w_k\Delta_ke^{-\Delta_kt}.$$

The common exponential cancels, which leaves the exact formula

$$E(t)-E_0=\frac{X(t)}{R(t)} .$$

Every term of $X(t)$ is nonnegative and $R(t)\ge w_0>0$, so the bias is nonnegative. For $t\ge0$, the condition $E_k\ge E_1$ gives $e^{-\Delta_kt}\le e^{-(E_1-E_0)t}$, and therefore

$$X(t)\le e^{-(E_1-E_0)t}\sum_k w_k\Delta_k .$$

Dividing by $R(t)\ge w_0$ gives the upper bound.

## How much of the bound is necessary

The exact formula also limits how fast the bias can vanish. For $t\ge 0$ all exponentials in $R(t)$ are at most one, so $R(t)\le W$. Keeping only the term $j$ in $X(t)$ gives

$$E(t)-E_0\ge\frac{w_j\Delta_j}{W}\,e^{-\Delta_jt}.$$

With a single further level, of weight $w$ and excitation energy $\Delta>0$,

$$\big(E(t)-E_0\big)e^{\Delta t}=\frac{w\Delta}{w_0+we^{-\Delta t}}\longrightarrow\frac{w\Delta}{w_0}=C
\qquad(t\to\infty).$$

The constant $C$ is thus asymptotically exact for two levels. With more levels it can be too large at long times, because higher excitations add to $C$ but decay faster than the gap exponential.

## The price in average sign

A transient estimate samples paths with nonnegative, bosonic weights and restores the fermionic signs in the average. For a real trial function $\Psi$ and a nonnegative propagator, the bosonic weights add up to $Z_B(t)=\langle\Phi|e^{-tH}|\Phi\rangle$ with $\Phi=|\Psi|$, which is again modelled by finitely many levels. Let $E_B$ be the bosonic ground energy and $b_0>0$ its weight in $Z_B(t)$. The average sign is $s(t)=Z(t)/Z_B(t)$. Factoring the ground exponential out of both normalisations, with $R_B(t)\ge b_0$ the bosonic analogue of $R(t)$, gives for $t\ge0$

$$s(t)=e^{-(E_0-E_B)t}\frac{R(t)}{R_B(t)}\le A\,e^{-(E_0-E_B)t},\qquad A=\frac{W}{b_0}.$$

Suppose $E_B<E_0$. Raising $s(t)/A\le e^{-(E_0-E_B)t}$ to the nonnegative power $\Delta_j/(E_0-E_B)$ turns the right side into $e^{-\Delta_jt}$. The lower bound on the bias then becomes

$$E(t)-E_0\ge\frac{w_j\Delta_j}{W}\left(\frac{s(t)}{A}\right)^{\Delta_j/(E_0-E_B)} .$$

The projection time has disappeared. In this finite-level model of a transient-estimate calculation, take fixed trial data with $w_j\Delta_j>0$ for some level $j$. Driving the energy bias to zero then also drives the average sign to zero, and a small average sign makes the signal hard to resolve from a fixed number of samples.

## What the Lean statements say

A `Sector ι` packages the spectral data: `E₀` and `w₀` for the ground level, and functions `E` and `w` on the index type `ι` for the further levels. The fields `w₀_pos`, `w_nonneg` and `ground_le` are the three conditions on weights and energies. The definitions `Z`, `energy`, `relNorm`, `total` and `prefactor` are $Z(t)$, $E(t)$, $R(t)$, $W$ and $C$.

The main theorem is `energy_bias_le`. Its `E₁` is any real number less than or equal to every further level, supplied through `hE`; it need not be a level itself, and no strict gap is assumed. The set of further levels may be empty, in which case the bias and $C$ are both zero.

In `averageSign`, the fermionic data `F` and bosonic data `B` are independent sectors. Nothing ties them to one Hamiltonian, and the ordering $E_B<E_0$ enters `bias_sign_tradeoff` as the hypothesis `hB`. When the imaginary-time propagator is strictly positive in the particle coordinates and a ground state exists, that state is nondegenerate and symmetric under exchange, so a level antisymmetric in the coordinates lies strictly higher. The hypothesis stands for this fact. It excludes the singlet ground state of two electrons with a spin-independent Hamiltonian of this kind, whose spatial function is symmetric, so that $E_0=E_B$. Fermi statistics enter only through the interpretation of the levels.

The model has finitely many levels and exact averages. It contains no continuous spectrum, statistical noise, time-step error or fixed-node constraint.

## Starting from a Hamiltonian matrix

Another model would take a Hermitian matrix and a trial vector as its data. The weights would then be squared overlaps, so their nonnegativity would be derived, while $w_0>0$ would become the condition that the trial vector has a component in the ground eigenspace. The proof would first need the spectral decomposition, after which the same estimates would apply. Building both sectors from one matrix would also relate the fermionic and bosonic data, which the present structure leaves independent.

## The complete file

```lean
import Mathlib

open Filter Topology

noncomputable section

namespace TransientFermionEnergy

/-- Spectral data of a trial state in one symmetry sector: a ground level with positive weight
and further levels, not below it, with nonnegative weights. -/
structure Sector (ι : Type*) where
  E₀ : ℝ
  w₀ : ℝ
  E : ι → ℝ
  w : ι → ℝ
  w₀_pos : 0 < w₀
  w_nonneg : ∀ k, 0 ≤ w k
  ground_le : ∀ k, E₀ ≤ E k

namespace Sector

variable {ι κ : Type*} [Fintype ι] [Fintype κ]

/-- Normalisation for total projection time `t`: the sum over all levels of the weight times the
decay factor. -/
def Z (S : Sector ι) (t : ℝ) : ℝ :=
  S.w₀ * Real.exp (-t * S.E₀) + ∑ k, S.w k * Real.exp (-t * S.E k)

/-- Energy estimate after projection for imaginary time `t`. -/
def energy (S : Sector ι) (t : ℝ) : ℝ :=
  (S.w₀ * S.E₀ * Real.exp (-t * S.E₀) + ∑ k, S.w k * S.E k * Real.exp (-t * S.E k)) / S.Z t

/-- Normalisation with energies measured from the ground level. -/
def relNorm (S : Sector ι) (t : ℝ) : ℝ :=
  S.w₀ + ∑ k, S.w k * Real.exp (-(S.E k - S.E₀) * t)

/-- Total spectral weight of the trial state. -/
def total (S : Sector ι) : ℝ := S.w₀ + ∑ k, S.w k

/-- The constant `C`: weighted excitation energy divided by the ground-state weight. -/
def prefactor (S : Sector ι) : ℝ := (∑ k, S.w k * (S.E k - S.E₀)) / S.w₀

/-- The normalisation of `F` divided by that of `B`. It models the average sign of a transient
estimate when `F` holds the fermionic data and `B` the matching bosonic data. -/
def averageSign (F : Sector ι) (B : Sector κ) (t : ℝ) : ℝ := F.Z t / B.Z t

lemma exp_split (a b t : ℝ) :
    Real.exp (-t * b) = Real.exp (-t * a) * Real.exp (-(b - a) * t) := by
  rw [← Real.exp_add]
  congr 1
  ring

/-- The normalisation is the ground-state decay factor times the relative normalisation. -/
lemma Z_eq (S : Sector ι) (t : ℝ) : S.Z t = Real.exp (-t * S.E₀) * S.relNorm t := by
  have hs : ∑ k, S.w k * Real.exp (-t * S.E k) =
      Real.exp (-t * S.E₀) * ∑ k, S.w k * Real.exp (-(S.E k - S.E₀) * t) := by
    rw [Finset.mul_sum]
    refine Finset.sum_congr rfl fun k _ => ?_
    rw [exp_split S.E₀ (S.E k) t]
    ring
  rw [Z, hs, relNorm]
  ring

/-- The relative normalisation is at least the ground-state weight. -/
lemma le_relNorm (S : Sector ι) (t : ℝ) : S.w₀ ≤ S.relNorm t :=
  le_add_of_nonneg_right
    (Finset.sum_nonneg fun k _ => mul_nonneg (S.w_nonneg k) (Real.exp_pos _).le)

/-- For `t ≥ 0` the relative normalisation is at most the total weight. -/
lemma relNorm_le (S : Sector ι) {t : ℝ} (ht : 0 ≤ t) : S.relNorm t ≤ S.total := by
  have h : ∑ k, S.w k * Real.exp (-(S.E k - S.E₀) * t) ≤ ∑ k, S.w k := by
    refine Finset.sum_le_sum fun k _ => mul_le_of_le_one_right (S.w_nonneg k) ?_
    exact Real.exp_le_one_iff.2 (by nlinarith [mul_nonneg (sub_nonneg.2 (S.ground_le k)) ht])
  unfold relNorm total
  linarith

/-- Exact bias of the projected energy as a weighted sum over excitation energies. -/
theorem energy_sub_ground (S : Sector ι) (t : ℝ) :
    S.energy t - S.E₀ =
      (∑ k, S.w k * (S.E k - S.E₀) * Real.exp (-(S.E k - S.E₀) * t)) / S.relNorm t := by
  have hD : S.relNorm t ≠ 0 := (S.w₀_pos.trans_le (S.le_relNorm t)).ne'
  have hs : ∑ k, S.w k * S.E k * Real.exp (-t * S.E k) =
      Real.exp (-t * S.E₀) * (∑ k, S.w k * (S.E k - S.E₀) * Real.exp (-(S.E k - S.E₀) * t))
      + Real.exp (-t * S.E₀) * (S.E₀ * ∑ k, S.w k * Real.exp (-(S.E k - S.E₀) * t)) := by
    simp only [Finset.mul_sum]
    rw [← Finset.sum_add_distrib]
    refine Finset.sum_congr rfl fun k _ => ?_
    rw [exp_split S.E₀ (S.E k) t]
    ring
  have hN : S.w₀ * S.E₀ * Real.exp (-t * S.E₀) + ∑ k, S.w k * S.E k * Real.exp (-t * S.E k) =
      Real.exp (-t * S.E₀) * ((∑ k, S.w k * (S.E k - S.E₀) *
        Real.exp (-(S.E k - S.E₀) * t)) + S.E₀ * S.relNorm t) := by
    rw [hs, relNorm]
    ring
  -- the common decay factor cancels
  rw [energy, hN, Z_eq, mul_div_mul_left _ _ (Real.exp_ne_zero _), add_div, mul_div_assoc,
    div_self hD]
  ring

omit [Fintype ι] in
/-- Each level contributes a nonnegative term to the numerator of the bias. -/
lemma term_nonneg (S : Sector ι) (t : ℝ) (k : ι) :
    0 ≤ S.w k * (S.E k - S.E₀) * Real.exp (-(S.E k - S.E₀) * t) :=
  mul_nonneg (mul_nonneg (S.w_nonneg k) (sub_nonneg.2 (S.ground_le k))) (Real.exp_pos _).le

/-- The projected energy lies above the ground energy by at most `C exp(-(E₁ - E₀) t)`,
where `E₁` is a lower bound for the other levels. -/
theorem energy_bias_le (S : Sector ι) {E₁ t : ℝ} (hE : ∀ k, E₁ ≤ S.E k) (ht : 0 ≤ t) :
    0 ≤ S.energy t - S.E₀ ∧
      S.energy t - S.E₀ ≤ S.prefactor * Real.exp (-(E₁ - S.E₀) * t) := by
  have hX0 := Finset.sum_nonneg fun k (_ : k ∈ Finset.univ) => S.term_nonneg t k
  rw [energy_sub_ground]
  refine ⟨div_nonneg hX0 (S.w₀_pos.le.trans (S.le_relNorm t)), ?_⟩
  -- every excitation decays at least as fast as the gap exponential
  have hX : ∑ k, S.w k * (S.E k - S.E₀) * Real.exp (-(S.E k - S.E₀) * t) ≤
      (∑ k, S.w k * (S.E k - S.E₀)) * Real.exp (-(E₁ - S.E₀) * t) := by
    rw [Finset.sum_mul]
    refine Finset.sum_le_sum fun k _ => mul_le_mul_of_nonneg_left ?_
      (mul_nonneg (S.w_nonneg k) (sub_nonneg.2 (S.ground_le k)))
    exact Real.exp_le_exp.2 (by nlinarith [mul_le_mul_of_nonneg_right (hE k) ht])
  refine (div_le_div₀ (hX0.trans hX) hX S.w₀_pos (S.le_relNorm t)).trans_eq ?_
  rw [prefactor]
  ring

/-- Each level `j` forces a bias of at least its share of the weighted excitation energy times
its own decay factor. -/
theorem le_energy_bias (S : Sector ι) (j : ι) {t : ℝ} (ht : 0 ≤ t) :
    S.w j * (S.E j - S.E₀) / S.total * Real.exp (-(S.E j - S.E₀) * t) ≤
      S.energy t - S.E₀ := by
  have hX0 := Finset.sum_nonneg fun k (_ : k ∈ Finset.univ) => S.term_nonneg t k
  have hj := Finset.single_le_sum (fun k _ => S.term_nonneg t k) (Finset.mem_univ j)
  rw [energy_sub_ground, div_mul_eq_mul_div]
  exact div_le_div₀ hX0 hj (S.w₀_pos.trans_le (S.le_relNorm t)) (S.relNorm_le ht)

/-- For two levels, the bias divided by the gap exponential tends to the constant `C`. -/
theorem two_level_sharp (S : Sector Unit) (h : S.E₀ < S.E ()) :
    Tendsto (fun t => (S.energy t - S.E₀) * Real.exp ((S.E () - S.E₀) * t)) atTop
      (𝓝 S.prefactor) := by
  have h1 : Tendsto (fun t : ℝ => Real.exp (-(S.E () - S.E₀) * t)) atTop (𝓝 0) :=
    Real.tendsto_exp_atBot.comp
      (tendsto_id.const_mul_atTop_of_neg (by linarith : -(S.E () - S.E₀) < 0))
  have h2 : Tendsto (fun t : ℝ => S.w () * (S.E () - S.E₀) /
      (S.w₀ + S.w () * Real.exp (-(S.E () - S.E₀) * t))) atTop
      (𝓝 (S.w () * (S.E () - S.E₀) / (S.w₀ + S.w () * 0))) :=
    tendsto_const_nhds.div (tendsto_const_nhds.add (h1.const_mul _))
      (by simpa using S.w₀_pos.ne')
  have hp : S.prefactor = S.w () * (S.E () - S.E₀) / (S.w₀ + S.w () * 0) := by
    simp [prefactor]
  rw [hp]
  refine h2.congr fun t => ?_
  have he : Real.exp (-(S.E () - S.E₀) * t) * Real.exp ((S.E () - S.E₀) * t) = 1 := by
    rw [← Real.exp_add, neg_mul, neg_add_cancel, Real.exp_zero]
  rw [energy_sub_ground]
  simp only [relNorm, Finset.univ_unique, Finset.sum_singleton, PUnit.default_eq_unit]
  linear_combination (-(S.w () * (S.E () - S.E₀) /
    (S.w₀ + S.w () * Real.exp (-(S.E () - S.E₀) * t)))) * he

/-- The average sign is bounded by a constant times the exponential of minus `t` times the
difference between the fermionic and bosonic ground energies. -/
theorem averageSign_le (F : Sector ι) (B : Sector κ) {t : ℝ} (ht : 0 ≤ t) :
    F.averageSign B t ≤ F.total / B.w₀ * Real.exp (-(F.E₀ - B.E₀) * t) := by
  have hF := F.w₀_pos.le.trans ((F.le_relNorm t).trans (F.relNorm_le ht))
  rw [averageSign, Z_eq F, Z_eq B, exp_split B.E₀ F.E₀ t, mul_assoc,
    mul_div_mul_left _ _ (Real.exp_ne_zero _), mul_div_assoc, mul_comm]
  exact mul_le_mul_of_nonneg_right
    (div_le_div₀ hF (F.relNorm_le ht) B.w₀_pos (B.le_relNorm t)) (Real.exp_pos _).le

/-- With the bosonic ground energy below the fermionic one, the energy bias is bounded below by a
constant times a power of the average sign, the exponent being an excitation energy over the
Bose-Fermi gap. -/
theorem bias_sign_tradeoff (F : Sector ι) (B : Sector κ) (hB : B.E₀ < F.E₀) (j : ι)
    {t : ℝ} (ht : 0 ≤ t) :
    F.w j * (F.E j - F.E₀) / F.total *
        (F.averageSign B t / (F.total / B.w₀)) ^ ((F.E j - F.E₀) / (F.E₀ - B.E₀)) ≤
      F.energy t - F.E₀ := by
  have hW : 0 < F.total := F.w₀_pos.trans_le ((F.le_relNorm t).trans (F.relNorm_le ht))
  have hA : 0 < F.total / B.w₀ := div_pos hW B.w₀_pos
  have hδ : 0 < F.E₀ - B.E₀ := sub_pos.2 hB
  have hΔ : 0 ≤ F.E j - F.E₀ := sub_nonneg.2 (F.ground_le j)
  have hs0 : 0 ≤ F.averageSign B t := by
    rw [averageSign, Z_eq F, Z_eq B]
    exact div_nonneg (mul_nonneg (Real.exp_pos _).le (F.w₀_pos.le.trans (F.le_relNorm t)))
      (mul_nonneg (Real.exp_pos _).le (B.w₀_pos.le.trans (B.le_relNorm t)))
  have hs : F.averageSign B t / (F.total / B.w₀) ≤ Real.exp (-(F.E₀ - B.E₀) * t) := by
    rw [div_le_iff₀ hA, mul_comm]
    exact F.averageSign_le B ht
  -- eliminate the projection time between the two exponentials
  have hp := Real.rpow_le_rpow (div_nonneg hs0 hA.le) hs (div_nonneg hΔ hδ.le)
  have hexp : -(F.E₀ - B.E₀) * t * ((F.E j - F.E₀) / (F.E₀ - B.E₀)) =
      -(F.E j - F.E₀) * t := by
    calc _ = -(F.E j - F.E₀) * t * ((F.E₀ - B.E₀) / (F.E₀ - B.E₀)) := by ring
      _ = _ := by rw [div_self hδ.ne', mul_one]
  rw [← Real.exp_mul, hexp] at hp
  exact (mul_le_mul_of_nonneg_left hp
    (div_nonneg (mul_nonneg (F.w_nonneg j) hΔ) hW.le)).trans (F.le_energy_bias j ht)

end Sector

end TransientFermionEnergy
```

```lean
#print axioms TransientFermionEnergy.Sector.energy_bias_le
#print axioms TransientFermionEnergy.Sector.two_level_sharp
#print axioms TransientFermionEnergy.Sector.bias_sign_tradeoff
```

```
'TransientFermionEnergy.Sector.energy_bias_le' depends on axioms: [propext, Classical.choice, Quot.sound]
'TransientFermionEnergy.Sector.two_level_sharp' depends on axioms: [propext, Classical.choice, Quot.sound]
'TransientFermionEnergy.Sector.bias_sign_tradeoff' depends on axioms: [propext, Classical.choice, Quot.sound]
```

## From the exact formula to the estimates

The lemma `exp_split` separates a level's exponential into a reference decay and a relative decay. `Z_eq` applies it to every further level in the normalisation, giving $Z(t)=e^{-tE_0}R(t)$. The lemmas `le_relNorm` and `relNorm_le` then enclose $R(t)$ between $w_0$ and $W$; only the upper estimate needs $t\ge0$.

The theorem `energy_sub_ground` is the exact formula $X(t)/R(t)$. Its step `hs` splits each $E_k$ into $\Delta_k+E_0$ inside the sum, and `hN` collects the numerator as $e^{-tE_0}[X(t)+E_0R(t)]$. The rewrite with `mul_div_mul_left` cancels the common exponential.

For `energy_bias_le`, the lemma `term_nonneg` supplies $X(t)\ge0$. The step `hX` compares the sums term by term, using the monotonicity of the exponential. Then `div_le_div₀` combines the larger numerator with the smaller denominator $w_0$, as in the derivation above.

The lower bound `le_energy_bias` uses the same division lemma in the other direction: `Finset.single_le_sum` keeps the single term $j$, and `relNorm_le` replaces the denominator by $W$.

In `two_level_sharp`, the index type `Unit` provides exactly one further level. The step `h1` shows that its relative exponential tends to zero, and `h2` passes to the limit in the quotient. The identity `he` says that the decaying and growing exponentials multiply to one, which identifies that quotient with the rescaled bias.

Finally, `averageSign_le` factors both normalisations and bounds their ratio. In `bias_sign_tradeoff`, `hs` rearranges this bound to $s(t)/A\le e^{-(E_0-E_B)t}$, and `Real.rpow_le_rpow` raises both sides to the required power. The step `hexp` simplifies the exponent to $-\Delta_jt$, and `le_energy_bias` completes the chain of inequalities.
